# Two Richardson pairs in a single level of pair degeneracy W > 1 have complex-conjugate, non-real pair energies

## Are real pair energies already impossible for two pairs in one level?

Put two electron pairs in one level at zero energy that has room for exactly two (pair degeneracy W = 2), with pairing strength g = 1. Richardson's equations for the pair energies E₁ and E₂ are then

1 + 2/E₁ + 2/(E₂ − E₁) = 0

1 + 2/E₂ + 2/(E₁ − E₂) = 0

and I find −1 + i and −1 − i, although every parameter is real. For general real g > 0 and W > 1, I believe that distinct nonzero solutions must be −g(W−1) + i g√(W−1) and its conjugate. I would like to see this made rigorous and machine-checked, including that nothing else solves the equations. Does it survive for more than two pairs?

## Yes: the squared splitting is negative

In your example, multiply each equation by its denominators:

(E₁ + 2)(E₂ − E₁) + 2E₁ = 0

(E₂ + 2)(E₁ − E₂) + 2E₂ = 0

Subtracting the second from the first gives (E₂ − E₁)(E₁ + E₂ + 2) = 0, so E₁ + E₂ = −2. Adding them gives (E₁ − E₂)² = 2(E₁ + E₂) = −4. Two real numbers cannot have a negative squared difference.

For general g ≠ 0 and W > 1 the cleared equations are

(E₁ + gW)(E₂ − E₁) + 2gE₁ = 0

(E₂ + gW)(E₁ − E₂) + 2gE₂ = 0

Their difference is (E₂ − E₁)(E₁ + E₂ + 2gW − 2g) = 0. Since E₁ ≠ E₂,

E₁ + E₂ = −2g(W−1).

Their sum is −(E₁ − E₂)² + 2g(E₁ + E₂) = 0, hence

(E₁ − E₂)² = −4g²(W−1).

So E₁ − E₂ = ±2ig√(W−1), and half the sum plus or minus half the difference gives your two values, in either order.

Conversely, these two values have the required sum and squared difference, so both cleared equations hold. They are distinct because g√(W−1) ≠ 0, and nonzero because their product is g²W(W−1). The denominators can therefore be restored.

### More pairs: two moments against Cauchy-Schwarz

For M pairs with energies E_a the equations are

1 + gW/E_a + Σ_{b≠a} 2g/(E_b − E_a) = 0.

Multiply by E_a and sum over a. The interaction terms for (a, b) and (b, a) combine to

E_a/(E_b − E_a) + E_b/(E_a − E_b) = −1,

and there are M(M−1)/2 such couples. This gives ΣE_a + gMW − gM(M−1) = 0, or

ΣE_a = −gM(W−M+1).

Multiply by E_a² instead. Each couple now contributes −(E_a + E_b), and the couples add up to −(M−1)ΣE_a. Therefore ΣE_a² = −g(W−2M+2) ΣE_a, or

ΣE_a² = g²M(W−M+1)(W−2M+2).

If all E_a were real, Cauchy-Schwarz would require (ΣE_a)² ≤ M ΣE_a². But

(ΣE_a)² − M ΣE_a² = g²M²(W−M+1)(M−1),

which is positive for M ≥ 2 and W > M − 1. Here g ≠ 0 is automatic, because at g = 0 the equations read 1 = 0. So at least one pair energy is not real.

### The Lean file

```lean
import Mathlib

open Finset ComplexConjugate

namespace RichardsonComplexPairs

noncomputable section

/-- Richardson's equations for `M` pairs in a single level at zero energy with pair degeneracy `W`
and coupling `g`; the pair energies `E a` are distinct and differ from the level energy. -/
structure RichardsonSolution (g W : ℝ) {M : ℕ} (E : Fin M → ℂ) : Prop where
  distinct : Function.Injective E
  off_level : ∀ a, E a ≠ 0
  equation : ∀ a, 1 + (g : ℂ) * W / E a + ∑ b ∈ univ.erase a, 2 * (g : ℂ) / (E b - E a) = 0

/-- The complex number `-g (W - 1) + i g √(W - 1)`. -/
def pairEnergy (g W : ℝ) : ℂ :=
  -(g : ℂ) * ((W : ℂ) - 1) + Complex.I * g * (√(W - 1) : ℝ)

/-- The complex conjugate of `pairEnergy g W` is `-g (W - 1) - i g √(W - 1)`. -/
theorem conj_pairEnergy (g W : ℝ) :
    conj (pairEnergy g W) = -(g : ℂ) * ((W : ℂ) - 1) - Complex.I * g * (√(W - 1) : ℝ) := by
  simp only [pairEnergy, map_add, map_mul, map_neg, map_sub, map_one, Complex.conj_ofReal,
    Complex.conj_I]
  ring

/-- A two-pair solution consists of distinct nonzero `E₁` and `E₂` that satisfy the two coupled
equations. -/
theorem richardson_two_iff (g W : ℝ) (E₁ E₂ : ℂ) :
    RichardsonSolution g W ![E₁, E₂] ↔ E₁ ≠ E₂ ∧ E₁ ≠ 0 ∧ E₂ ≠ 0 ∧
      1 + (g : ℂ) * W / E₁ + 2 * (g : ℂ) / (E₂ - E₁) = 0 ∧
      1 + (g : ℂ) * W / E₂ + 2 * (g : ℂ) / (E₁ - E₂) = 0 := by
  have h0 : univ.erase (0 : Fin 2) = {1} := by decide
  have h1 : univ.erase (1 : Fin 2) = {0} := by decide
  constructor
  · rintro ⟨hi, hn, he⟩
    have e0 := he 0
    have e1 := he 1
    rw [h0, sum_singleton] at e0
    rw [h1, sum_singleton] at e1
    exact ⟨fun h => absurd (hi (show ![E₁, E₂] 0 = ![E₁, E₂] 1 from h)) (by decide),
      hn 0, hn 1, e0, e1⟩
  · rintro ⟨hd, hn1, hn2, e0, e1⟩
    have hi : ∀ a b : Fin 2, ![E₁, E₂] a = ![E₁, E₂] b → a = b :=
      Fin.forall_fin_two.2 ⟨Fin.forall_fin_two.2 ⟨fun _ => rfl, fun h => (hd h).elim⟩,
        Fin.forall_fin_two.2 ⟨fun h => (hd h.symm).elim, fun _ => rfl⟩⟩
    refine ⟨fun a b => hi a b, Fin.forall_fin_two.2 ⟨hn1, hn2⟩, Fin.forall_fin_two.2 ⟨?_, ?_⟩⟩
    · rw [h0, sum_singleton]; exact e0
    · rw [h1, sum_singleton]; exact e1

/-- One two-pair equation with its denominators cleared. -/
theorem clear_denominators (g w E F : ℂ) (hE : E ≠ 0) (hEF : E ≠ F) :
    1 + g * w / E + 2 * g / (F - E) = 0 ↔ (E + g * w) * (F - E) + 2 * g * E = 0 := by
  have hd : F - E ≠ 0 := sub_ne_zero.2 hEF.symm
  have e : 1 + g * w / E + 2 * g / (F - E)
      = ((E + g * w) * (F - E) + 2 * g * E) / (E * (F - E)) := by
    field_simp
  rw [e, div_eq_zero_iff, or_iff_left (mul_ne_zero hE hd)]

/-- For `g ≠ 0` and `W > 1`, two pair energies solve Richardson's equations exactly when they are
`-g (W - 1) + i g √(W - 1)` and its complex conjugate, in either order. -/
theorem two_pair_energies (g W : ℝ) (hg : g ≠ 0) (hW : 1 < W) (E₁ E₂ : ℂ) :
    RichardsonSolution g W ![E₁, E₂] ↔
      (E₁ = pairEnergy g W ∧ E₂ = conj (pairEnergy g W)) ∨
      (E₁ = conj (pairEnergy g W) ∧ E₂ = pairEnergy g W) := by
  rw [richardson_two_iff, conj_pairEnergy, pairEnergy]
  have hr : ((√(W - 1) : ℝ) : ℂ) ^ 2 = (W : ℂ) - 1 := by
    have h := Real.sq_sqrt (sub_pos.2 hW).le
    exact_mod_cast h
  have hr0 : ((√(W - 1) : ℝ) : ℂ) ≠ 0 :=
    Complex.ofReal_ne_zero.2 (Real.sqrt_pos.2 (sub_pos.2 hW)).ne'
  have hg0 : (g : ℂ) ≠ 0 := Complex.ofReal_ne_zero.2 hg
  have hW0 : (W : ℂ) ≠ 0 := Complex.ofReal_ne_zero.2 (by linarith)
  have hI : Complex.I ^ 2 = -1 := Complex.I_sq
  generalize ((√(W - 1) : ℝ) : ℂ) = r at hr hr0 ⊢
  generalize (g : ℂ) = c at hg0 ⊢
  generalize (W : ℂ) = w at hr hW0 ⊢
  constructor
  · rintro ⟨hd, hn1, hn2, e1, e2⟩
    rw [clear_denominators c w _ _ hn1 hd] at e1
    rw [clear_denominators c w _ _ hn2 hd.symm] at e2
    -- the difference of the equations fixes the total energy
    have hS : E₁ + E₂ + 2 * c * (w - 1) = 0 := by
      apply (mul_eq_zero.1 _).resolve_left (sub_ne_zero.2 hd.symm)
      linear_combination e1 - e2
    -- their sum fixes the square of the splitting
    have hD : (E₁ - E₂ - 2 * Complex.I * c * r) * (E₁ - E₂ + 2 * Complex.I * c * r) = 0 := by
      linear_combination -e1 - e2 + 2 * c * hS - 4 * c ^ 2 * r ^ 2 * hI + 4 * c ^ 2 * hr
    rcases mul_eq_zero.1 hD with h | h
    · left
      constructor
      · linear_combination (hS + h) / 2
      · linear_combination (hS - h) / 2
    · right
      constructor
      · linear_combination (hS + h) / 2
      · linear_combination (hS - h) / 2
  · have hp : (-c * (w - 1) + Complex.I * c * r) * (-c * (w - 1) - Complex.I * c * r)
        = c ^ 2 * r ^ 2 * w := by
      linear_combination (-c ^ 2 * r ^ 2) * hI + (c ^ 2 - c ^ 2 * w) * hr
    have hp0 : (-c * (w - 1) + Complex.I * c * r) * (-c * (w - 1) - Complex.I * c * r) ≠ 0 := by
      rw [hp]
      exact mul_ne_zero (mul_ne_zero (pow_ne_zero 2 hg0) (pow_ne_zero 2 hr0)) hW0
    have hn1 := left_ne_zero_of_mul hp0
    have hn2 := right_ne_zero_of_mul hp0
    have hd : -c * (w - 1) + Complex.I * c * r ≠ -c * (w - 1) - Complex.I * c * r := by
      intro h
      apply mul_ne_zero (mul_ne_zero Complex.I_ne_zero hg0) hr0
      linear_combination h / 2
    have e1 := (clear_denominators c w _ _ hn1 hd).2
      (by linear_combination (-2 * c ^ 2 * r ^ 2) * hI + 2 * c ^ 2 * hr)
    have e2 := (clear_denominators c w _ _ hn2 hd.symm).2
      (by linear_combination (-2 * c ^ 2 * r ^ 2) * hI + 2 * c ^ 2 * hr)
    rintro (⟨rfl, rfl⟩ | ⟨rfl, rfl⟩)
    · exact ⟨hd, hn1, hn2, e1, e2⟩
    · exact ⟨hd.symm, hn2, hn1, e2, e1⟩

/-- At `g = 1` and `W = 2` the pair energies `-1 + i` and `-1 - i` solve Richardson's equations. -/
theorem richardson_witness :
    RichardsonSolution 1 2 ![-1 + Complex.I, -1 - Complex.I] := by
  have hs : √((2 : ℝ) - 1) = 1 := by norm_num
  rw [two_pair_energies 1 2 (by norm_num) (by norm_num), conj_pairEnergy, pairEnergy, hs]
  left
  constructor <;> push_cast <;> ring

/-- Twice the sum of `(E b - E a)⁻¹` with weight `p a` equals the same sum with the antisymmetric
weight `p a - p b`. -/
theorem antisymmetrise {M : ℕ} (E p : Fin M → ℂ) :
    2 * ∑ a, p a * ∑ b, (E b - E a)⁻¹ = ∑ a, ∑ b, (p a - p b) * (E b - E a)⁻¹ := by
  have e1 : ∑ a, p a * ∑ b, (E b - E a)⁻¹ = ∑ a, ∑ b, p a * (E b - E a)⁻¹ := by
    simp only [mul_sum]
  have e2 : ∑ a, ∑ b, p a * (E b - E a)⁻¹ = ∑ a, ∑ b, -(p b * (E b - E a)⁻¹) := by
    rw [sum_comm]
    refine sum_congr rfl fun a _ => sum_congr rfl fun b _ => ?_
    rw [← neg_sub (E b) (E a), inv_neg]
    ring
  have e3 : ∑ a, ∑ b, (p a - p b) * (E b - E a)⁻¹
      = ∑ a, ∑ b, p a * (E b - E a)⁻¹ + ∑ a, ∑ b, -(p b * (E b - E a)⁻¹) := by
    simp only [← sum_add_distrib]
    exact sum_congr rfl fun a _ => sum_congr rfl fun b _ => by ring
  rw [e3, ← e2, e1]
  ring

/-- The sum of the `M` pair energies, and the sum of their squares, in closed form. -/
theorem pair_energy_moments {g W : ℝ} {M : ℕ} {E : Fin M → ℂ} (h : RichardsonSolution g W E) :
    ∑ a, E a = -(g : ℂ) * M * (W - M + 1) ∧
    ∑ a, E a ^ 2 = (g : ℂ) ^ 2 * M * (W - M + 1) * (W - 2 * M + 2) := by
  have k : ∀ a, E a + (g : ℂ) * W + 2 * g * (E a * ∑ b, (E b - E a)⁻¹) = 0 := by
    intro a
    have hs : ∑ b ∈ univ.erase a, 2 * (g : ℂ) / (E b - E a)
        = ∑ b, 2 * (g : ℂ) / (E b - E a) := sum_erase _ (by simp)
    have ht : ∑ b, 2 * (g : ℂ) / (E b - E a) = 2 * g * ∑ b, (E b - E a)⁻¹ := by
      simp only [mul_sum, div_eq_mul_inv]
    have he := h.equation a
    rw [hs, ht] at he
    have hc : (g : ℂ) * W / E a * E a = g * W := div_mul_cancel₀ _ (h.off_level a)
    linear_combination E a * he - hc
  have hinv : ∀ a b, a ≠ b → (E b - E a) * (E b - E a)⁻¹ = 1 := fun a b hab =>
    mul_inv_cancel₀ (sub_ne_zero.2 fun e => hab (h.distinct e).symm)
  -- the interaction contributes a pure number to the first moment
  have A1 : 2 * ∑ a, E a * ∑ b, (E b - E a)⁻¹ = (M : ℂ) - M * M := by
    have t : ∀ a b, (E a - E b) * (E b - E a)⁻¹ = (if a = b then (1 : ℂ) else 0) - 1 := by
      intro a b
      by_cases hab : a = b
      · subst hab; simp
      · rw [if_neg hab]; linear_combination -(hinv a b hab)
    rw [antisymmetrise E E]
    simp only [t, sum_sub_distrib, sum_ite_eq, mem_univ, if_true, sum_const, card_univ,
      Fintype.card_fin, nsmul_eq_mul]
    ring
  -- and a multiple of the total energy to the second
  have A2 : 2 * ∑ a, E a ^ 2 * ∑ b, (E b - E a)⁻¹ = 2 * ∑ a, E a - 2 * M * ∑ a, E a := by
    have t : ∀ a b, (E a ^ 2 - E b ^ 2) * (E b - E a)⁻¹
        = (if a = b then 2 * E a else 0) - (E a + E b) := by
      intro a b
      by_cases hab : a = b
      · subst hab; rw [if_pos rfl]; ring
      · rw [if_neg hab]; linear_combination -(E a + E b) * hinv a b hab
    rw [antisymmetrise E (fun a => E a ^ 2)]
    simp only [t, sum_sub_distrib, sum_add_distrib, sum_ite_eq, mem_univ, if_true, sum_const,
      card_univ, Fintype.card_fin, nsmul_eq_mul, ← mul_sum]
    ring
  have k1 : ∑ a, (E a + (g : ℂ) * W + 2 * g * (E a * ∑ b, (E b - E a)⁻¹)) = 0 :=
    sum_eq_zero fun a _ => k a
  have k2 : ∑ a, (E a ^ 2 + (g : ℂ) * W * E a + 2 * g * (E a ^ 2 * ∑ b, (E b - E a)⁻¹)) = 0 :=
    sum_eq_zero fun a _ => by linear_combination E a * k a
  rw [sum_add_distrib, sum_add_distrib, ← mul_sum, sum_const, card_univ, Fintype.card_fin,
    nsmul_eq_mul, ← mul_sum] at k1
  rw [sum_add_distrib, sum_add_distrib, ← mul_sum, ← mul_sum] at k2
  have S1 : ∑ a, E a = -(g : ℂ) * M * (W - M + 1) := by linear_combination k1 - g * A1
  exact ⟨S1, by linear_combination k2 - g * A2 - g * (W - 2 * M + 2) * S1⟩

/-- For at least two pairs and `W > M - 1`, some pair energy has a nonzero imaginary part. -/
theorem not_all_real {g W : ℝ} {M : ℕ} {E : Fin M → ℂ} (h : RichardsonSolution g W E)
    (hM : 2 ≤ M) (hW : (M : ℝ) - 1 < W) : ∃ a, (E a).im ≠ 0 := by
  by_contra hc
  have him : ∀ a, (E a).im = 0 := fun a => by
    by_contra ha
    exact hc ⟨a, ha⟩
  have hg : g ≠ 0 := by
    intro h0
    have he := h.equation ⟨0, by omega⟩
    simp [h0] at he
  obtain ⟨x, hx⟩ : ∃ x : Fin M → ℝ, ∀ a, E a = (x a : ℂ) :=
    ⟨fun a => (E a).re, fun a => Complex.ext (by simp) (by simp [him a])⟩
  obtain ⟨m1, m2⟩ := pair_energy_moments h
  simp only [hx] at m1 m2
  have s1 : ∑ a, x a = -g * M * (W - M + 1) := by exact_mod_cast m1
  have s2 : ∑ a, x a ^ 2 = g ^ 2 * M * (W - M + 1) * (W - 2 * M + 2) := by exact_mod_cast m2
  -- real energies would have to obey the Cauchy-Schwarz inequality
  have cs := sq_sum_le_card_mul_sum_sq (s := (univ : Finset (Fin M))) (f := x)
  rw [s1, s2, card_univ, Fintype.card_fin] at cs
  have hM' : (2 : ℝ) ≤ M := by exact_mod_cast hM
  have hpos : 0 < g ^ 2 * (M : ℝ) ^ 2 * (W - M + 1) * (M - 1) :=
    mul_pos (mul_pos (mul_pos (by positivity) (by positivity)) (by linarith)) (by linarith)
  nlinarith [hpos, cs]

end

end RichardsonComplexPairs
```

```lean
#print axioms RichardsonComplexPairs.two_pair_energies
#print axioms RichardsonComplexPairs.not_all_real
```

```
'RichardsonComplexPairs.two_pair_energies' depends on axioms: [propext, Classical.choice, Quot.sound]
'RichardsonComplexPairs.not_all_real' depends on axioms: [propext, Classical.choice, Quot.sound]
```

### What the theorems say about the pairing model

`RichardsonSolution g W E` says that a list of M complex numbers, `E : Fin M → ℂ`, solves the problem. Its three fields require that the energies are distinct, that none equals the level energy 0, and that each equation holds, with the sum over `univ.erase a`, meaning all b except a. Lean numbers the entries from 0, so in `![E₁, E₂]` the entry 0 is E₁ and the entry 1 is E₂. In this sign convention g > 0 is attraction: a single pair has energy −gW.

`two_pair_energies` is the answer to your question. For real g ≠ 0 and W > 1, the list `![E₁, E₂]` is a solution if and only if its entries are `pairEnergy g W` and its complex conjugate, in one order or the other. It covers repulsive coupling as well. `richardson_two_iff` confirms that the structure means exactly your two equations with your conditions on E₁ and E₂, and `richardson_witness` is your example.

`not_all_real` takes any solution with M ≥ 2 and W > M − 1 and returns an index whose energy has nonzero imaginary part. It does not say that every energy is non-real, nor that solutions exist for M > 2.

W is a real number here. For an actual fermion level it is an integer, and M pairs fit when M ≤ W, which implies W > M − 1. For two pairs the condition is W > 1, and that is where the squared splitting is negative.

Richardson's equations are the starting point: the file does not derive them from a pairing Hamiltonian, and it treats one level only. Within this single-level model, the result shows that individual pair energies cannot in general be read as binding energies of separate pairs, while their sum, the total energy, stays real.

### How the proof follows the algebra

`clear_denominators` turns one two-pair equation into its polynomial form, in both directions, given E ≠ 0 and E ≠ F. In `two_pair_energies`, the square root is replaced by a symbol `r` with r² = W − 1, so that only polynomial algebra remains. The step `hS` is the difference of the equations, with the factor E₂ − E₁ cancelled. The step `hD` adds the equations, inserts the total energy from `hS`, and writes the result as a product of two factors that vanishes. Each factor gives one ordering, and `linear_combination` recovers E₁ and E₂ from half-sums and half-differences. For the converse, `hp` computes the product of the two candidates, which shows that neither is zero, `hd` shows that they differ, and the cleared equations are checked by substitution.

For M pairs, `antisymmetrise` is the combination of (a, b) with (b, a). It sums over all ordered couples, which accounts for the factor 2 on its left side; the terms with a = b are harmless because Lean sets 0⁻¹ = 0. In `pair_energy_moments`, `k` is the equation multiplied by E_a, while `A1` and `A2` evaluate the interaction sums for the weights E_a and E_a². Summing over a then yields the two closed forms.

`not_all_real` argues by contradiction. It replaces the energies by real numbers `x a`, transfers both moments to them, and applies the Cauchy-Schwarz lemma `sq_sum_le_card_mul_sum_sq`. The positive quantity `hpos` is the difference displayed above, and `nlinarith` finds the conflict.

### What this means for a numerical solver

A Newton iteration on these equations with real g and W has a real Jacobian at real energies. Started from real guesses, it stays real, so for M ≥ 2 and W > M − 1 it cannot converge to a solution. At least one starting value must have a nonzero imaginary part.

For two pairs one can also work with the real unknowns s = E₁ + E₂ and d = (E₁ − E₂)². The solution is s = −2g(W−1) and d = −4g²(W−1), and the energies are (s ± √d)/2 with a complex square root. For larger M in one level, the closed forms for ΣE_a and ΣE_a² give two quick checks on the converged output.
